# Relaxed, linearly polarizable electrons rescale a cavity mode's frequency and coupling by the same factor

Some molecules sit in an infrared cavity. In the cavity Born–Oppenheimer picture I hold the nuclei and the photon coordinate $q$ fixed and let the electrons relax. The mode has frequency $w$ and coupling $l$, and molecule $i$ has a dipole $d_i$ set by its nuclei and a polarizability $a_i$, so it acquires an extra electronic dipole $p_i$.

When I solve the linear-response equations, the quantity $wq - l\sum_i(\text{total dipole})_i$ comes out smaller than with frozen electrons by the factor $s = 1 + l^2\sum_i a_i$. I therefore expected the mode to behave as if its frequency were $w/s$. But the curvature of the relaxed energy in $q$ is $w^2/s$, which looks like a frequency $w/\sqrt{s}$. Which is right? And since every molecule feels the dipoles of all the others through the mode, how do I know that the relaxed state is unique?

## The field drops by 1/s, the frequency by 1/√s

The mode's frequency is $w/\sqrt{s}$, as the curvature says. The field is indeed divided by $s$, but so is the energy. Since the frequency and the coupling enter the energy squared, each of them is divided only by $\sqrt{s}$. The relaxed state is unique for any finite number of molecules, provided that all $a_i$ are positive and that polarizing the electrons costs the quadratic energy $p_i^2/(2a_i)$.

The energy to minimize over the electronic dipoles is

$$E(p) = \tfrac12\Big(wq - l\sum_i (d_i + p_i)\Big)^2 + \sum_i \frac{p_i^2}{2a_i}.$$

All dipoles and polarizabilities are components along the polarization of the mode. Write $X = wq - l\sum_i d_i$ for the field with frozen electrons and $Y = X - l\sum_i p_i$ for the field after they respond. Setting $\partial E/\partial p_i = 0$ gives

$$p_i = a_i\, l\, Y .$$

Each molecule responds to a field that contains everyone's response. Summing over $i$ closes the system:

$$Y = X - l^2\Big(\sum_i a_i\Big) Y \quad\Longrightarrow\quad Y = \frac{X}{s}, \qquad p_i^* = \frac{a_i\, l\, X}{s}.$$

The division is safe because $a_i > 0$ makes $s \ge 1$.

To see that this stationary point is the only minimizer, put $F = X/s$ and $p_i = p_i^* + u_i = a_i l F + u_i$. The field is then $F - l\sum_i u_i$, and the two parts of the energy become

$$\tfrac12\Big(F - l\sum_i u_i\Big)^2 = \tfrac12F^2 - lF\sum_i u_i + \tfrac12\Big(l\sum_i u_i\Big)^2,$$

$$\sum_i\frac{(a_i l F + u_i)^2}{2a_i} = \tfrac12(s-1)F^2 + lF\sum_i u_i + \sum_i \frac{u_i^2}{2a_i}.$$

The linear terms cancel in the sum. Since $\tfrac12 sF^2 = X^2/(2s)$,

$$E(p) = \frac{X^2}{2s} + \tfrac12\Big(l\sum_i u_i\Big)^2 + \sum_i\frac{u_i^2}{2a_i}.$$

The last two terms are non-negative, and the last one is positive as soon as a single $u_i$ differs from zero. So $p^*$ is the unique minimizer, with energy $X^2/(2s)$.

The constant terms settle your puzzle. At the minimum the field energy is $\tfrac12F^2 = X^2/(2s^2)$, which is what dividing both $w$ and $l$ by $s$ would give. The polarized electrons store a further $(s-1)X^2/(2s^2)$, and the two add up to $X^2/(2s)$. Finally,

$$\frac{X^2}{2s} = \frac12\left(\frac{w}{\sqrt s}\,q - \frac{l}{\sqrt s}\sum_i d_i\right)^2,$$

which is the energy of a mode coupled to the $d_i$ alone, with both parameters divided by $\sqrt s$. If $w > 0$ and there is at least one molecule, $w/\sqrt s < w$ holds exactly when $l^2\sum_i a_i > 0$, that is, when $l \neq 0$.

### One molecule with $l^2a = 3$

Here $s = 4$. The field falls to $X/4$, so the field energy is $X^2/32$. The induced dipole is $p^* = alX/4$, and its cost is $al^2X^2/32 = 3X^2/32$. The total is $X^2/8 = X^2/(2\cdot 4)$. The frequency and the coupling are halved, while the field is quartered. With no molecules at all, $s = 1$ and nothing changes.

### What the Lean theorems say

The molecules are labelled by a finite type `ι`, and `a`, `d` and `p` are real-valued functions on it. The letters `w` and `l` stand for what textbooks usually write as $\omega$ and $\lambda$.

- `cavityField w l q m` is $wq - l\sum_i m_i$. The docstrings call it the displaced photon coordinate; for $w \neq 0$ it is $w$ times the shifted coordinate $q - (l/w)\sum_i m_i$. The electric field that polarizes the molecules is $l$ times this quantity, so the word "field" is meant up to that constant.
- `energy a d w l q p` is $E(p)$, and `screening l a` is $s$.
- `inducedDipole a d w l q` is $p^*$.
- `screened l a x` is $x/\sqrt s$. Its first argument only fixes $s$, so the screened coupling reads `screened l a l`.

The hypothesis `ha : ∀ i, 0 < a i` says that displacing the electrons of any molecule from their resting state costs energy, as it does for a stable molecule in its ground state. The numbers `d i`, called nuclear dipoles, stand for the whole dipole of a molecule at fixed nuclei before the mode polarizes it, including any permanent electronic part.

`unique_minimizer` states that the energy at $p^*$ is $X^2/(2s)$ and that every other $p$ has a strictly higher energy. `screened_surface` states that the value with screened frequency and coupling is the least element of the set of all energies: some $p$ attains it, and no $p$ goes below it. `selfConsistent_iff` states that the response equations hold for all molecules exactly when $p = p^*$. In these results $w$, $l$ and $q$ may have any sign, and `ι` may be empty. Only `screened_frequency_lt_iff` asks for $w > 0$ and at least one molecule.

The step from here to real molecules is the assumption that the energy at fixed nuclei and fixed $q$ is the cavity-free energy plus this quadratic function of the induced dipoles. It leaves out hyperpolarizability, direct interactions between the molecules and the quantum fluctuations of the electronic dipoles. If the polarizabilities change with the nuclear geometry, the theorems apply at each geometry separately, and $s$ then varies along the surface. Calling $w/\sqrt s$ a frequency also presupposes the usual kinetic energy of the photon coordinate, which is not part of `energy`.

For vibrational strong coupling, the relaxed energy is the mode's contribution to the surface on which the nuclei and $q$ move. Within this single-mode model of linearly responding electrons, a simulation that keeps only the $d_i$ should therefore use $w/\sqrt s$ and $l/\sqrt s$ in place of the values $w$ and $l$ of the empty cavity.

```lean
import Mathlib

open Finset

namespace CavityElectronicScreening

noncomputable section

variable {ι : Type*} [Fintype ι] {a : ι → ℝ}

/-- The displaced photon coordinate `w q - l ∑ mᵢ` of a mode with frequency `w` and
coupling `l`, in the presence of molecular dipoles `m`. -/
def cavityField (w l q : ℝ) (m : ι → ℝ) : ℝ := w * q - l * ∑ i, m i

/-- Cavity energy with nuclear dipoles `d` and electronic dipoles `p`, plus the cost
`pᵢ² / (2 aᵢ)` of polarizing each molecule; the polarizabilities `aᵢ` are nonzero. -/
def energy (a d : ι → ℝ) (w l q : ℝ) (p : ι → ℝ) : ℝ :=
  (cavityField w l q (fun i => d i + p i)) ^ 2 / 2 + ∑ i, p i ^ 2 / (2 * a i)

/-- The screening factor `s = 1 + l² ∑ aᵢ`. -/
def screening (l : ℝ) (a : ι → ℝ) : ℝ := 1 + l ^ 2 * ∑ i, a i

/-- The electronic dipoles `aᵢ l (w q - l ∑ dⱼ) / s`, defined for nonzero screening
factor `s`. -/
def inducedDipole (a d : ι → ℝ) (w l q : ℝ) (i : ι) : ℝ :=
  a i * l * cavityField w l q d / screening l a

/-- A mode parameter `x` (frequency or coupling) screened to `x / √s`, defined for
positive screening factor `s`. -/
def screened (l : ℝ) (a : ι → ℝ) (x : ℝ) : ℝ := x / √(screening l a)

/-- For positive polarizabilities the screening factor is positive. -/
theorem screening_pos (l : ℝ) (ha : ∀ i, 0 < a i) : 0 < screening l a := by
  have hA : 0 ≤ ∑ i, a i := Finset.sum_nonneg (fun i _ => (ha i).le)
  have h := mul_nonneg (sq_nonneg l) hA
  unfold screening
  linarith

/-- Electronic dipoles `p` shift the displaced photon coordinate by `-l ∑ pᵢ`. -/
theorem cavityField_add (w l q : ℝ) (d p : ι → ℝ) :
    cavityField w l q (fun i => d i + p i) = cavityField w l q d - l * ∑ i, p i := by
  simp only [cavityField, Finset.sum_add_distrib]
  ring

/-- For positive polarizabilities, the induced dipoles reduce the displaced photon
coordinate by the factor `1 / s`. -/
theorem cavityField_induced (ha : ∀ i, 0 < a i) (d : ι → ℝ) (w l q : ℝ) :
    cavityField w l q (fun i => d i + inducedDipole a d w l q i)
      = cavityField w l q d / screening l a := by
  have hs := (screening_pos l ha).ne'
  have hsum : ∑ i, inducedDipole a d w l q i
      = (∑ i, a i) * l * cavityField w l q d / screening l a := by
    simp only [inducedDipole, Finset.sum_mul, Finset.sum_div]
  have hdef : screening l a = 1 + l ^ 2 * ∑ i, a i := rfl
  have hc := div_mul_cancel₀ ((∑ i, a i) * l * cavityField w l q d) hs
  rw [cavityField_add, hsum, eq_div_iff hs]
  linear_combination (-l) * hc + cavityField w l q d * hdef

/-- For positive polarizabilities, electronic dipoles respond linearly to the field that
they themselves modify, `pᵢ = aᵢ l (w q - l ∑ (dⱼ + pⱼ))`, exactly when they are the
induced dipoles. -/
theorem selfConsistent_iff (ha : ∀ i, 0 < a i) (d : ι → ℝ) (w l q : ℝ) (p : ι → ℝ) :
    (∀ i, p i = a i * l * cavityField w l q (fun j => d j + p j))
      ↔ p = inducedDipole a d w l q := by
  have hs := (screening_pos l ha).ne'
  constructor
  · intro h
    -- summing the response equations gives a closed equation for the total field
    have hP : ∑ i, p i
        = (∑ i, a i) * l * cavityField w l q (fun j => d j + p j) := by
      rw [Finset.sum_mul, Finset.sum_mul]
      exact Finset.sum_congr rfl (fun i _ => h i)
    have hY := cavityField_add w l q d p
    have hF : cavityField w l q (fun j => d j + p j)
        = cavityField w l q d / screening l a := by
      rw [eq_div_iff hs, screening]
      linear_combination hY - l * hP
    funext i
    rw [h i, hF, inducedDipole]
    ring
  · rintro rfl i
    rw [cavityField_induced ha, inducedDipole]
    ring

/-- Completing the square: for positive polarizabilities the energy is
`(w q - l ∑ dᵢ)² / (2 s)` plus a quadratic form in the deviation of the electronic
dipoles from the induced ones. -/
theorem energy_eq (ha : ∀ i, 0 < a i) (d : ι → ℝ) (w l q : ℝ) (p : ι → ℝ) :
    energy a d w l q p = cavityField w l q d ^ 2 / (2 * screening l a)
      + (l * ∑ i, (p i - inducedDipole a d w l q i)) ^ 2 / 2
      + ∑ i, (p i - inducedDipole a d w l q i) ^ 2 / (2 * a i) := by
  have hs := (screening_pos l ha).ne'
  -- `F` is the screened field
  obtain ⟨F, hF⟩ : ∃ F, F = cavityField w l q d / screening l a := ⟨_, rfl⟩
  have hX : cavityField w l q d = screening l a * F := by
    rw [hF]
    field_simp
  have hind : ∀ i, inducedDipole a d w l q i = a i * l * F := by
    intro i
    rw [hF, inducedDipole, mul_div_assoc]
  have hsum : ∑ i, p i ^ 2 / (2 * a i)
      = ∑ i, (p i - a i * l * F) ^ 2 / (2 * a i) + l * F * ∑ i, p i
        - l ^ 2 * F ^ 2 / 2 * ∑ i, a i := by
    rw [Finset.mul_sum, Finset.mul_sum, ← Finset.sum_add_distrib,
      ← Finset.sum_sub_distrib]
    apply Finset.sum_congr rfl
    intro i _
    have hi := (ha i).ne'
    field_simp
    ring
  have hsub : ∑ i, (p i - a i * l * F) = ∑ i, p i - (∑ i, a i) * l * F := by
    rw [Finset.sum_sub_distrib, Finset.sum_mul, Finset.sum_mul]
  have hmin : cavityField w l q d ^ 2 / (2 * screening l a)
      = screening l a * F ^ 2 / 2 := by
    rw [hX]
    field_simp
  simp only [energy, cavityField_add, hind]
  rw [hsum, hsub, hmin, hX, screening]
  ring

/-- For positive polarizabilities the induced dipoles are the unique minimizer of the
energy over electronic dipoles, with minimum `(w q - l ∑ dᵢ)² / (2 s)`. -/
theorem unique_minimizer (ha : ∀ i, 0 < a i) (d : ι → ℝ) (w l q : ℝ) :
    energy a d w l q (inducedDipole a d w l q)
        = cavityField w l q d ^ 2 / (2 * screening l a) ∧
      ∀ p, p ≠ inducedDipole a d w l q →
        energy a d w l q (inducedDipole a d w l q) < energy a d w l q p := by
  have h1 : energy a d w l q (inducedDipole a d w l q)
      = cavityField w l q d ^ 2 / (2 * screening l a) := by
    rw [energy_eq ha]
    simp
  refine ⟨h1, fun p hp => ?_⟩
  -- one deviating dipole already costs polarization energy
  obtain ⟨j, hj⟩ := Function.ne_iff.mp hp
  have hpos : 0 < ∑ i, (p i - inducedDipole a d w l q i) ^ 2 / (2 * a i) :=
    Finset.sum_pos'
      (fun i _ => div_nonneg (sq_nonneg _) (by linarith [ha i]))
      ⟨j, Finset.mem_univ j, div_pos
        ((sq_nonneg _).lt_of_ne' (pow_ne_zero 2 (sub_ne_zero.mpr hj)))
        (by linarith [ha j])⟩
  rw [h1, energy_eq ha d w l q p]
  linarith [sq_nonneg (l * ∑ i, (p i - inducedDipole a d w l q i))]

/-- For positive polarizabilities, the least energy over electronic dipoles is that of a
cavity mode coupled to the nuclear dipoles alone, with frequency `w / √s` and coupling
`l / √s`. -/
theorem screened_surface (ha : ∀ i, 0 < a i) (d : ι → ℝ) (w l q : ℝ) :
    IsLeast (Set.range (energy a d w l q))
      (cavityField (screened l a w) (screened l a l) q d ^ 2 / 2) := by
  have hs := screening_pos l ha
  have hf : cavityField (screened l a w) (screened l a l) q d
      = cavityField w l q d / √(screening l a) := by
    unfold cavityField screened
    ring
  have hv : cavityField (screened l a w) (screened l a l) q d ^ 2 / 2
      = cavityField w l q d ^ 2 / (2 * screening l a) := by
    rw [hf, div_pow, Real.sq_sqrt hs.le]
    ring
  obtain ⟨h1, h2⟩ := unique_minimizer ha d w l q
  rw [hv, ← h1]
  refine ⟨⟨_, rfl⟩, ?_⟩
  rintro _ ⟨p, rfl⟩
  rcases eq_or_ne p (inducedDipole a d w l q) with h | h
  · rw [h]
  · exact (h2 p h).le

/-- With at least one molecule, positive polarizabilities and `w > 0`, the screened
frequency lies strictly below `w` exactly when the coupling is nonzero. -/
theorem screened_frequency_lt_iff [Nonempty ι] (ha : ∀ i, 0 < a i) {w : ℝ} (hw : 0 < w)
    (l : ℝ) : screened l a w < w ↔ l ≠ 0 := by
  constructor
  · intro h hl
    subst hl
    simp [screened, screening] at h
  · intro hl
    have hA : 0 < ∑ i, a i := Finset.sum_pos (fun i _ => ha i) Finset.univ_nonempty
    have hlA : 0 < l ^ 2 * ∑ i, a i :=
      mul_pos ((sq_nonneg l).lt_of_ne' (pow_ne_zero 2 hl)) hA
    have h1 : 1 < √(screening l a) := by
      rw [Real.lt_sqrt zero_le_one]
      unfold screening
      linarith
    exact div_lt_self hw h1

end

end CavityElectronicScreening
```

```lean
#print axioms CavityElectronicScreening.selfConsistent_iff
-- 'CavityElectronicScreening.selfConsistent_iff' depends on axioms: [propext, Classical.choice, Quot.sound]
#print axioms CavityElectronicScreening.screened_surface
-- 'CavityElectronicScreening.screened_surface' depends on axioms: [propext, Classical.choice, Quot.sound]
#print axioms CavityElectronicScreening.screened_frequency_lt_iff
-- 'CavityElectronicScreening.screened_frequency_lt_iff' depends on axioms: [propext, Classical.choice, Quot.sound]
```

### From the response equations to the screened surface

`screening_pos` gives $s > 0$ from the non-negative sum of the polarizabilities, and the later lemmas use it whenever they divide by $s$. `cavityField_add` is the relation $Y = X - l\sum_i p_i$.

`cavityField_induced` checks that inserting $p^*$ gives the field $X/s$. It sums the induced dipoles, multiplies through by $s$ and lets `linear_combination` confirm the remaining identity.

`selfConsistent_iff` repeats the solution of the response equations. In the forward direction, `hP` is the sum of these equations over the molecules, and `hF` combines it with `hY` to get $Y = X/s$. Putting this back into the equation for molecule $i$ gives $p_i^*$. The converse follows from `cavityField_induced`. The theorem starts from the response equations themselves, so the differentiation that produced them above has no role in the Lean proof.

`energy_eq` is the completed square. It names the screened field $F$ and rewrites $X$ as $sF$ and $p_i^*$ as $a_i l F$. Where the derivation above expands in $u_i$, the proof keeps $p_i$ and uses, in `hsum`, the equivalent identity for each molecule

$$\frac{p_i^2}{2a_i} = \frac{(p_i - a_i l F)^2}{2a_i} + lF\,p_i - \tfrac12 a_i l^2F^2 .$$

`hsub` does the same bookkeeping for the summed deviation, `hmin` writes the minimum as $\tfrac12 sF^2$, and `ring` verifies that the remaining terms agree.

`unique_minimizer` first evaluates `energy_eq` at $p^*$, where both deviation terms vanish. For any other $p$, `Function.ne_iff` supplies a molecule $j$ with $p_j \neq p_j^*$. Its term is positive and the others are non-negative, so `Finset.sum_pos'` makes the polarization sum positive. The squared collective term can only add to the energy, and the strict inequality follows.

`screened_surface` shows in `hf` that screening both parameters divides the field by $\sqrt s$, and in `hv` that half its square is then $X^2/(2s)$. The two parts of `IsLeast` come from `unique_minimizer`: $p^*$ attains the value, and every $p$ either equals $p^*$ or lies higher.

In `screened_frequency_lt_iff`, setting $l = 0$ turns the assumed inequality into $w < w$, a contradiction. For $l \neq 0$ the sum of the polarizabilities is positive because there is at least one molecule, so $\sqrt s > 1$, and dividing a positive $w$ by it makes it smaller.
